# A secular master equation whose ground-state yield jumps from 1 to 1/2 at degeneracy

Two excited levels, split by an energy $d$, decay to a common ground state with rate constant $g>0$. Both transitions couple to the same bath, through a single operator in which they have equal amplitudes, and the system starts in the first excited level. Under the secular master equation for a zero-temperature bath with a flat rate, the final ground population is 1 for every $d\neq0$ and $1/2$ for $d=0$. At every fixed time $t>0$ the ground population is also discontinuous in $d$ at $d=0$.

## Three levels and one bath

Label the ground state $|0\rangle$ and the excited states $|1\rangle$ and $|2\rangle$, with energies $0$, $e$ and $e+d$, and set $\hbar=1$. The bath couples to the lowering operator

$$A=|0\rangle\langle1|+|0\rangle\langle2| .$$

The secular approximation sorts $A$ by emission frequency. The jump operator $A_\omega$ keeps the matrix elements $A_{ij}$ with $E_j-E_i=\omega$, and the density matrix $\rho$ obeys

$$\dot\rho=-i[H,\rho]+g\sum_{\omega}\Big(A_\omega\rho A_\omega^\dagger-\tfrac12\{A_\omega^\dagger A_\omega,\rho\}\Big),$$

where $H$ is the Hamiltonian and the sum runs over the distinct frequencies in $\{e,e+d\}$. The constant $g$ stands for the strength of the bath's response at the emission frequencies. It is postulated to be the same at both. Zero temperature means that there are no absorption terms, and the bath-induced level shifts are left out.

For $d\neq0$ there are two frequencies and two separate jumps, $|0\rangle\langle1|$ and $|0\rangle\langle2|$. For $d=0$ there is one frequency, and its jump is the whole of $A$. The change from separate jumps to a coherent sum thus follows from a single rule.

## The statement in Lean's terms

Operators are complex $3\times3$ matrices, `Op`, with indices 0, 1, 2 as above. The definitions `level`, `hamiltonian`, `lowering`, `jump` and `dissipator` transcribe the energies, $H$, $A$, $A_\omega$ and the bracket in the sum. In `generator` the frequencies form the finite set `({e, e + d} : Finset ℝ)`. A set holds each element once, so at $d=0$ the sum has one term and not two.

`IsSecularEvolution g e d ρ` says that the path `ρ` starts in $|1\rangle\langle1|$ and that each matrix entry satisfies the master equation at every real time. Hermiticity, positivity and unit trace are not required. The theorems hold for every such path:

- `secular_yield`: for $g>0$, the entry `ρ t 0 0` tends to 1 if $d\neq0$ and to $1/2$ if $d=0$.
- `secular_population_discontinuous`: for $g>0$ and $t>0$, given one evolution for each $d$, the map $d\mapsto\rho_{00}(t)$ is not continuous at 0.

The evolutions enter as hypotheses, and the file does not construct them. They do exist, because the equation is linear with constant coefficients in finite dimension. The energy $e$ may be any real number, although the reading as emission needs $e>0$ and $e+d>0$.

## Split levels: the excited population drains completely

Let $d\neq0$. Since $H$ is diagonal, the commutator does not contribute to the populations. The jump $|0\rangle\langle1|$ moves $\rho_{11}$ to the ground state at rate $g$, and $|0\rangle\langle2|$ does the same for $\rho_{22}$:

$$\dot\rho_{00}=g(\rho_{11}+\rho_{22}),\qquad \dot\rho_{11}=-g\rho_{11},\qquad \dot\rho_{22}=-g\rho_{22}.$$

The source $S=\rho_{11}+\rho_{22}$ starts at 1 and obeys $\dot S=-gS$, so $S=e^{-gt}$. Since $\rho_{00}+S$ is constant and equal to 1,

$$\rho_{00}(t)=1-e^{-gt}\longrightarrow1 .$$

## Degenerate levels: half the population is trapped

Let $d=0$. Now

$$A\rho A^\dagger=S\,|0\rangle\langle0|,\qquad S=\rho_{11}+\rho_{12}+\rho_{21}+\rho_{22},$$

while $A^\dagger A$ has all four entries of its excited block equal to 1 and no others. It has no ground-state entries, so $\dot\rho_{00}=gS$.

For $i,j\in\{1,2\}$,

$$(A^\dagger A\rho)_{ij}=\rho_{1j}+\rho_{2j},\qquad(\rho A^\dagger A)_{ij}=\rho_{i1}+\rho_{i2}.$$

Summed over the excited block, each of these gives $2S$. The commutator vanishes on this block because the two energies are equal. Hence

$$\dot S=-\tfrac g2(2S+2S)=-2gS .$$

With $S(0)=1$ this gives $S=e^{-2gt}$. The combination $\rho_{00}+\tfrac12S$ is constant and equal to $\tfrac12$, so

$$\rho_{00}(t)=\tfrac12\big(1-e^{-2gt}\big)\longrightarrow\tfrac12 .$$

In normalised states, $S/2$ is the population of the bright state $(|1\rangle+|2\rangle)/\sqrt2$, which decays at rate $2g$. The dark state $(|1\rangle-|2\rangle)/\sqrt2$ is annihilated by $A$ and does not decay. The initial state $|1\rangle$ has weight $1/2$ in each.

This also shows where the initial state matters. A start in the bright state has $S(0)=2$ and gives $\rho_{00}=1-e^{-2gt}$ at $d=0$, with final population 1. The value $1/2$ therefore does not hold for every normalised start in the excited levels.

## The gap at a fixed time

Write $x=e^{-gt}$. The split value does not depend on $d$, so it is also the limit as $d\to0$ through nonzero values. It exceeds the degenerate value by

$$(1-x)-\tfrac12(1-x^2)=\tfrac12(1-x)^2,$$

which is positive for $g>0$ and $t>0$. At short times both populations are $gt$ to first order, and the gap is only about $g^2t^2/2$. At $t=0$ it closes.

The finite-time result says more about the approximation than the final yields do. If the coherent jump $A$ were kept for all $d$, a nonzero splitting would mix the dark state with the bright one (slowly, if the splitting is small compared with $g$), and the final yield would still jump from 1 to $1/2$; the population at a fixed time, however, would be continuous in $d$. In this three-level, zero-temperature model, the finite-time discontinuity is thus produced by the secular sorting, which is a warning for simulations of excited-state decay that apply it to splittings not large compared with $g$.

## The complete file

```lean
import Mathlib

open Matrix Filter Topology

noncomputable section

namespace SecularYield

/-- Operators on the three levels: ground state 0 and excited states 1 and 2. -/
abbrev Op := Matrix (Fin 3) (Fin 3) ℂ

/-- The level energies: 0 for the ground state, `e` and `e + d` for the excited states. -/
def level (e d : ℝ) : Fin 3 → ℝ := ![0, e, e + d]

/-- The Hamiltonian, diagonal in the three levels. -/
def hamiltonian (e d : ℝ) : Op := Matrix.diagonal fun i => (level e d i : ℂ)

/-- The lowering operator that couples to the bath, |0⟩⟨1| + |0⟩⟨2|. -/
def lowering : Op := !![0, 1, 1; 0, 0, 0; 0, 0, 0]

/-- The secular jump operator at frequency `ω`: the part of the lowering operator
that connects levels whose energies differ by `ω`. -/
def jump (e d ω : ℝ) : Op :=
  Matrix.of fun i j => if level e d j - level e d i = ω then lowering i j else 0

/-- The Lindblad dissipator of a jump operator `L`. -/
def dissipator (L ρ : Op) : Op :=
  L * ρ * Lᴴ - (1 / 2 : ℂ) • (Lᴴ * L * ρ + ρ * (Lᴴ * L))

/-- The secular generator with rate `g`: unitary motion plus one dissipator for each
distinct emission frequency in the set {e, e + d}. -/
def generator (g e d : ℝ) (ρ : Op) : Op :=
  (-Complex.I) • (hamiltonian e d * ρ - ρ * hamiltonian e d) +
    (g : ℂ) • ∑ ω ∈ ({e, e + d} : Finset ℝ), dissipator (jump e d ω) ρ

/-- A path of matrices that starts in the first excited level and solves the secular
master equation. -/
def IsSecularEvolution (g e d : ℝ) (ρ : ℝ → Op) : Prop :=
  ρ 0 = !![0, 0, 0; 0, 1, 0; 0, 0, 0] ∧
    ∀ t i j, HasDerivAt (fun s => ρ s i j) (generator g e d (ρ t) i j) t

/-- For split levels the secular generator has two separate jumps, |0⟩⟨1| and |0⟩⟨2|. -/
theorem generator_split {d : ℝ} (hd : d ≠ 0) (g e : ℝ) (ρ : Op) :
    generator g e d ρ =
      (-Complex.I) • (hamiltonian e d * ρ - ρ * hamiltonian e d) +
        (g : ℂ) • (dissipator !![0, 1, 0; 0, 0, 0; 0, 0, 0] ρ +
          dissipator !![0, 0, 1; 0, 0, 0; 0, 0, 0] ρ) := by
  have h1 : jump e d e = !![0, 1, 0; 0, 0, 0; 0, 0, 0] := by
    ext i j
    fin_cases i <;> fin_cases j <;> simp [jump, level, lowering, hd]
  have h2 : jump e d (e + d) = !![0, 0, 1; 0, 0, 0; 0, 0, 0] := by
    ext i j
    fin_cases i <;> fin_cases j <;> simp [jump, level, lowering, hd]
  have hne : e ≠ e + d := fun h => hd (by linarith)
  rw [generator, Finset.sum_pair hne, h1, h2]

/-- For degenerate levels the only jump is the coherent sum |0⟩⟨1| + |0⟩⟨2|. -/
theorem generator_degenerate (g e : ℝ) (ρ : Op) :
    generator g e 0 ρ =
      (-Complex.I) • (hamiltonian e 0 * ρ - ρ * hamiltonian e 0) +
        (g : ℂ) • dissipator lowering ρ := by
  have h1 : jump e 0 e = lowering := by
    ext i j
    fin_cases i <;> fin_cases j <;> simp [jump, level, lowering]
  simp only [generator, add_zero, Finset.pair_eq_singleton, Finset.sum_singleton, h1]

/-- The exponential `exp(k t)`, read as a complex number, grows at rate `k`. -/
lemma hasDerivAt_expC (k t : ℝ) :
    HasDerivAt (fun s : ℝ => ((Real.exp (k * s) : ℝ) : ℂ))
      ((k : ℂ) * ((Real.exp (k * t) : ℝ) : ℂ)) t := by
  have h0 : HasDerivAt (fun s : ℝ => k * s) k t :=
    ((hasDerivAt_id' t).const_mul k).congr_deriv (mul_one k)
  have h : HasDerivAt (fun s : ℝ => Real.exp (k * s)) (k * Real.exp (k * t)) t :=
    h0.exp.congr_deriv (by ring)
  exact h.ofReal_comp.congr_deriv (Complex.ofReal_mul _ _)

/-- If a source `S` starts at 1 and decays at rate `k`, and `r` times what it loses
feeds a population `p` that starts at 0, then `p` is `r (1 - exp(-k t))`. -/
theorem feeding_law {p S : ℝ → ℂ} (r k : ℝ)
    (hp : ∀ t, HasDerivAt p ((r : ℂ) * k * S t) t)
    (hS : ∀ t, HasDerivAt S (-(k : ℂ) * S t) t) (p0 : p 0 = 0) (S0 : S 0 = 1) (t : ℝ) :
    p t = ((r * (1 - Real.exp (-k * t)) : ℝ) : ℂ) := by
  -- exp(k t) S(t) is conserved
  have D1 : ∀ s, HasDerivAt (fun s : ℝ => ((Real.exp (k * s) : ℝ) : ℂ) * S s) 0 s :=
    fun s => ((hasDerivAt_expC k s).fun_mul (hS s)).congr_deriv (by ring)
  have h1 : ((Real.exp (k * t) : ℝ) : ℂ) * S t = ((Real.exp (k * 0) : ℝ) : ℂ) * S 0 :=
    is_const_of_deriv_eq_zero (fun s => (D1 s).differentiableAt) (fun s => (D1 s).deriv) t 0
  rw [mul_zero, Real.exp_zero, S0, Complex.ofReal_one, one_mul] at h1
  have hinv : ((Real.exp (-k * t) : ℝ) : ℂ) * ((Real.exp (k * t) : ℝ) : ℂ) = 1 := by
    have h : -k * t + k * t = 0 := by ring
    rw [← Complex.ofReal_mul, ← Real.exp_add, h, Real.exp_zero, Complex.ofReal_one]
  have hSt : S t = ((Real.exp (-k * t) : ℝ) : ℂ) := by
    linear_combination ((Real.exp (-k * t) : ℝ) : ℂ) * h1 - S t * hinv
  -- p + r S is conserved
  have D2 : ∀ s, HasDerivAt (fun s : ℝ => p s + (r : ℂ) * S s) 0 s :=
    fun s => ((hp s).fun_add ((hS s).const_mul (r : ℂ))).congr_deriv (by ring)
  have h2 : p t + (r : ℂ) * S t = p 0 + (r : ℂ) * S 0 :=
    is_const_of_deriv_eq_zero (fun s => (D2 s).differentiableAt) (fun s => (D2 s).deriv) t 0
  rw [Complex.ofReal_mul, Complex.ofReal_sub, Complex.ofReal_one]
  linear_combination h2 - (r : ℂ) * hSt + p0 + (r : ℂ) * S0

/-- For split levels and a start in the first excited level, the ground population at
time `t` is `1 - exp(-g t)`. -/
theorem ground_split {g e d : ℝ} {ρ : ℝ → Op} (hd : d ≠ 0)
    (h : IsSecularEvolution g e d ρ) (t : ℝ) :
    ρ t 0 0 = ((1 - Real.exp (-g * t) : ℝ) : ℂ) := by
  have key := feeding_law (p := fun s => ρ s 0 0) (S := fun s => ρ s 1 1 + ρ s 2 2) 1 g
    (fun s => (h.2 s 0 0).congr_deriv (by
      rw [generator_split hd]
      simp only [dissipator, hamiltonian, Matrix.add_apply, Matrix.sub_apply,
        Matrix.smul_apply, Matrix.mul_apply, Matrix.conjTranspose_apply, Fin.sum_univ_three]
      simp [level, -mul_eq_mul_left_iff]))
    (fun s => ((h.2 s 1 1).fun_add (h.2 s 2 2)).congr_deriv (by
      rw [generator_split hd]
      simp only [dissipator, hamiltonian, Matrix.add_apply, Matrix.sub_apply,
        Matrix.smul_apply, Matrix.mul_apply, Matrix.conjTranspose_apply, Fin.sum_univ_three]
      simp [level, -mul_eq_mul_left_iff]
      ring))
    (by simp [h.1]) (by simp [h.1]) t
  exact key.trans (by rw [one_mul])

/-- For degenerate levels and a start in the first excited level, the ground population at
time `t` is `(1 - exp(-2 g t)) / 2`. -/
theorem ground_degenerate {g e : ℝ} {ρ : ℝ → Op}
    (h : IsSecularEvolution g e 0 ρ) (t : ℝ) :
    ρ t 0 0 = ((1 / 2 * (1 - Real.exp (-(2 * g) * t)) : ℝ) : ℂ) :=
  -- the source is the sum of all entries of the excited block
  feeding_law (p := fun s => ρ s 0 0)
    (S := fun s => (ρ s 1 1 + ρ s 1 2) + (ρ s 2 1 + ρ s 2 2)) (1 / 2) (2 * g)
    (fun s => (h.2 s 0 0).congr_deriv (by
      rw [generator_degenerate]
      simp only [dissipator, hamiltonian, Matrix.add_apply, Matrix.sub_apply,
        Matrix.smul_apply, Matrix.mul_apply, Matrix.conjTranspose_apply, Fin.sum_univ_three]
      simp [lowering, level, -mul_eq_mul_left_iff]
      ring))
    (fun s => (((h.2 s 1 1).fun_add (h.2 s 1 2)).fun_add
        ((h.2 s 2 1).fun_add (h.2 s 2 2))).congr_deriv (by
      rw [generator_degenerate]
      simp only [dissipator, hamiltonian, Matrix.add_apply, Matrix.sub_apply,
        Matrix.smul_apply, Matrix.mul_apply, Matrix.conjTranspose_apply, Fin.sum_univ_three]
      simp [lowering, level, -mul_eq_mul_left_iff] <;> ring))
    (by simp [h.1]) (by simp [h.1]) t

/-- For a positive rate `k` the population `r (1 - exp(-k t))` tends to `r`. -/
lemma tendsto_feeding (r : ℝ) {k : ℝ} (hk : 0 < k) :
    Tendsto (fun t : ℝ => ((r * (1 - Real.exp (-k * t)) : ℝ) : ℂ)) atTop (𝓝 (r : ℂ)) := by
  have h0 : Tendsto (fun t : ℝ => Real.exp (-k * t)) atTop (𝓝 0) :=
    Real.tendsto_exp_atBot.comp (tendsto_id.const_mul_atTop_of_neg (neg_lt_zero.2 hk))
  have h1 : Tendsto (fun t : ℝ => r * (1 - Real.exp (-k * t))) atTop (𝓝 r) := by
    simpa using (h0.const_sub 1).const_mul r
  exact (Complex.continuous_ofReal.tendsto r).comp h1

/-- At positive rate `g` and for a start in the first excited level, the final ground
population is 1 for split levels and 1/2 for degenerate levels. -/
theorem secular_yield {g e d : ℝ} {ρ : ℝ → Op} (hg : 0 < g)
    (h : IsSecularEvolution g e d ρ) :
    (d ≠ 0 → Tendsto (fun t => ρ t 0 0) atTop (𝓝 1)) ∧
      (d = 0 → Tendsto (fun t => ρ t 0 0) atTop (𝓝 (1 / 2))) := by
  constructor
  · intro hd
    have h1 := tendsto_feeding 1 hg
    rw [Complex.ofReal_one] at h1
    exact h1.congr fun t => by rw [ground_split hd h t, one_mul]
  · rintro rfl
    have h1 := tendsto_feeding (1 / 2) (mul_pos two_pos hg)
    have h2 : ((1 / 2 : ℝ) : ℂ) = 1 / 2 := by push_cast; rfl
    rw [h2] at h1
    exact h1.congr fun t => (ground_degenerate h t).symm

/-- At positive rate `g` and any fixed time `t > 0`, the secular ground population after a
start in the first excited level is discontinuous in the splitting `d` at `d = 0`. -/
theorem secular_population_discontinuous {g e t : ℝ} (hg : 0 < g) (ht : 0 < t)
    (ρ : ℝ → ℝ → Op) (h : ∀ d, IsSecularEvolution g e d (ρ d)) :
    ¬ ContinuousAt (fun d => ρ d t 0 0) 0 := by
  intro hc
  have h1 : Tendsto (fun d => ρ d t 0 0) (𝓝[≠] 0) (𝓝 (ρ 0 t 0 0)) :=
    hc.tendsto.mono_left nhdsWithin_le_nhds
  have h2 : Tendsto (fun d => ρ d t 0 0) (𝓝[≠] 0)
      (𝓝 ((1 - Real.exp (-g * t) : ℝ) : ℂ)) := by
    refine tendsto_const_nhds.congr' ?_
    filter_upwards [self_mem_nhdsWithin] with d hd
    exact (ground_split hd (h d) t).symm
  -- continuity would force the two population laws to agree at time t
  have h3 := tendsto_nhds_unique h1 h2
  rw [ground_degenerate (h 0) t] at h3
  have h4 := Complex.ofReal_injective h3
  have h5 : Real.exp (-(2 * g) * t) = Real.exp (-g * t) * Real.exp (-g * t) := by
    rw [← Real.exp_add]
    congr 1
    ring
  have h6 : Real.exp (-g * t) < 1 := Real.exp_lt_one_iff.2 (by nlinarith [mul_pos hg ht])
  rw [h5] at h4
  nlinarith [mul_pos (sub_pos.2 h6) (sub_pos.2 h6)]

end SecularYield
```

```lean
#print axioms SecularYield.secular_yield
-- 'SecularYield.secular_yield' depends on axioms: [propext, Classical.choice, Quot.sound]
#print axioms SecularYield.secular_population_discontinuous
-- 'SecularYield.secular_population_discontinuous' depends on axioms: [propext, Classical.choice, Quot.sound]
```

## From the generator to the two population laws

`generator_split` and `generator_degenerate` identify the jumps. `fin_cases` splits each matrix identity into its nine entries, and `simp` checks them. For $d\neq0$, `Finset.sum_pair` splits the sum into two terms, which requires $e\neq e+d$. For $d=0$, `Finset.pair_eq_singleton` merges the two frequencies into one.

Both decay problems have the same form, which `feeding_law` solves once: a source with $\dot S=-kS$ and $S(0)=1$ feeds a population with $\dot p=rkS$ and $p(0)=0$, and the result is $p=r(1-e^{-kt})$. The proof uses two conserved quantities. The first, $e^{kt}S$, has zero derivative, with the exponential's own derivative supplied by `hasDerivAt_expC`; this fixes $S$. The second is $p+rS$, which then fixes $p$. In each case `is_const_of_deriv_eq_zero` turns the zero derivative into constancy, and `linear_combination` does the remaining algebra. Because the argument starts from an arbitrary solution, no separate uniqueness theorem is needed.

`ground_split` applies this law with $r=1$, $k=g$ and the total excited population as source. `ground_degenerate` applies it with $r=1/2$, $k=2g$ and the sum over the excited block. In both, the matrix products are expanded entry by entry, and `simp` and `ring` confirm the rate equations derived above. Neither theorem needs $g>0$.

The sign of $g$ enters with the long-time limit. `tendsto_feeding` shows that $r(1-e^{-kt})$ tends to $r$ for $k>0$, and `secular_yield` uses it for the two cases.

For the discontinuity, suppose that the population were continuous at $d=0$. Its limit through nonzero $d$ would then be the degenerate value. By `ground_split` that limit is also $1-e^{-gt}$, and `tendsto_nhds_unique` makes the two equal. After $e^{-2gt}$ is rewritten as $x^2$, the equality contradicts $(1-x)^2>0$, and the last `nlinarith` closes the proof with exactly this square.
